# Loss and return of real symmetric CCD solutions in the two-level pairing model with at least four pairs

A coupled-cluster scan often raises the coupling in small steps, starting each solve from the last converged amplitudes. When the solve fails, one must decide whether the solver or the equation is at fault. In this model, with $m\ge4$ pairs and one amplitude shared by all pair transfers, the equation has no real root in a finite window of couplings, so no damping or better real starting guess can help there.

## Two levels and one amplitude

Each level holds at most $m$ pairs, and the lower one starts full. The single-particle gap is $e$ and the pairing attraction is $G$.

```lean
import Mathlib

open Finset

namespace PairingCCD

noncomputable section
```

Let $|h,a\rangle$ be the collective vector with $h$ pairs removed below and $a$ added above. A state $\psi$ is its table of coefficients $\psi_{h,a}$.

```lean
/-- Collective pair states of the two-level model: `ψ h a` is the coefficient of the vector with
`h` pairs removed from the lower level and `a` pairs added to the upper one (`h, a ≤ m`),
obtained by applying the collective pair operators to the filled lower level. -/
abbrev PairState := ℕ → ℕ → ℝ
```

The operator $P$ removes a pair from either level, and $P^\dagger$ adds one. Because the vectors are unnormalised, the quasi-spin factors appear on one term of each:

$$(P\psi)_{h,a}=(a+1)(m-a)\psi_{h,a+1}+\psi_{h-1,a},$$
$$(P^\dagger\psi)_{h,a}=\psi_{h,a-1}+(h+1)(m-h)\psi_{h+1,a},$$

where terms with a negative index are zero.

```lean
/-- The operator `P` that removes a pair from either level, each level holding at most `m`
pairs. -/
def annihilate (m : ℕ) (ψ : PairState) (h a : ℕ) : ℝ :=
  ((a : ℝ) + 1) * (m - a) * ψ h (a + 1) + if h = 0 then 0 else ψ (h - 1) a

/-- The operator `P†` that adds a pair to either level, each level holding at most `m` pairs. -/
def create (m : ℕ) (ψ : PairState) (h a : ℕ) : ℝ :=
  (if a = 0 then 0 else ψ h (a - 1)) + ((h : ℝ) + 1) * (m - h) * ψ (h + 1) a
```

The Hamiltonian $H$ charges $2e$ per upper pair and adds $-GP^\dagger P$.

```lean
/-- The pairing Hamiltonian: each pair in the upper level costs `2e`, and the pairing
interaction is `-G P†P`. -/
def hamiltonian (m : ℕ) (e G : ℝ) (ψ : PairState) (h a : ℕ) : ℝ :=
  2 * e * a * ψ h a - G * create m (annihilate m ψ) h a
```

The cluster operator $T$ is $t$ times the collective transfer $|h,a\rangle\to|h+1,a+1\rangle$. Its exponential is a finite sum in each component.

```lean
/-- The collective excitation that moves one pair from the lower to the upper level. -/
def excite (ψ : PairState) (h a : ℕ) : ℝ :=
  if h = 0 ∨ a = 0 then 0 else ψ (h - 1) (a - 1)

/-- The exponential of the cluster operator `T = t * excite`; in the component with `h` holes
only the powers up to `h` contribute. -/
def expT (t : ℝ) (ψ : PairState) (h a : ℕ) : ℝ :=
  ∑ k ∈ range (h + 1), t ^ k / (k.factorial : ℝ) * (excite^[k] ψ) h a

/-- The reference state: lower level filled, upper level empty. -/
def reference (h a : ℕ) : ℝ := if h = 0 ∧ a = 0 then 1 else 0
```

The residual $R(t)$ is the coefficient of $\exp(-T)H\exp(T)|0,0\rangle$ on $|1,1\rangle$. That vector has norm $m$, so on the normalised vector the residual is $mR$ and the coefficient of $\exp(T)|0,0\rangle$ is $mt$. Amplitudes that differ between orbitals are not covered.

```lean
/-- The CCD residual: the component of `exp(-T) H exp(T)` applied to the reference, on the state
with one pair excited. -/
def residual (m : ℕ) (e G t : ℝ) : ℝ :=
  expT (-t) (hamiltonian m e G (expT t reference)) 1 1
```

Three abbreviations are used below: $c=m^2-4m+2$, $G_c=e/(m-1+\sqrt c)$ and $G_r=e/(m-1-\sqrt c)$.

```lean
/-- The number `c = m² - 4m + 2`. -/
def curv (m : ℕ) : ℝ := (m : ℝ) ^ 2 - 4 * m + 2

/-- The critical coupling `Gc = e / (m - 1 + √c)`, for `m ≥ 4`. -/
def criticalG (m : ℕ) (e : ℝ) : ℝ := e / ((m : ℝ) - 1 + √(curv m))

/-- The upper coupling `Gr = e / (m - 1 - √c)`, for `m ≥ 4`. -/
def returnG (m : ℕ) (e : ℝ) : ℝ := e / ((m : ℝ) - 1 - √(curv m))
```

## (a) The amplitude equation

**Task.** Show that $R(t)=-\left[cGt^2-2(e-(m-1)G)t+G\right]$.

**Solution.** The state $\Psi=\exp(T)|0,0\rangle$ has $\Psi_{0,0}=1$, $\Psi_{1,1}=t$ and $\Psi_{2,2}=t^2/2$. Hence $(P\Psi)_{1,0}=1+mt$ and $(P\Psi)_{2,1}=t+(m-1)t^2$, so

$$(H\Psi)_{0,0}=-Gm(1+mt),$$
$$(H\Psi)_{1,1}=2et-G\left[1+mt+2(m-1)t+2(m-1)^2t^2\right].$$

The factor $\exp(-T)$ gives $R=(H\Psi)_{1,1}-t(H\Psi)_{0,0}$. The $t^2$ coefficient is $-G[2(m-1)^2-m^2]=-cG$, and the linear one is $2e-2(m-1)G$. In Lean, `simp` evaluates the finite sums and `ring` collects powers.

```lean
/-- The CCD residual of the pairing model is, up to sign, the quadratic
`c G t² - 2 (e - (m - 1) G) t + G`. -/
theorem residual_eq (m : ℕ) (e G t : ℝ) :
    residual m e G t =
      -(curv m * G * t ^ 2 - 2 * (e - ((m : ℝ) - 1) * G) * t + G) := by
  simp [residual, expT, hamiltonian, create, annihilate, excite, reference, curv,
    Finset.sum_range_succ, Function.iterate_succ_apply, Nat.factorial]
  ring
```

## (b) Bounds on $c$

**Task.** For $m\ge4$, show $c>0$ and $\sqrt c<m-1$.

**Solution.** We have $c=(m-2)^2-2\ge2$ and $(m-1)^2-c=2m-1>0$. `nlinarith` closes both inequalities. The condition $m\ge4$ is assumed in all the parts that follow.

```lean
/-- For at least four pairs, `c` is positive and `√c` is smaller than `m - 1`. -/
theorem curv_bounds {m : ℕ} (hm : 4 ≤ m) :
    0 < curv m ∧ √(curv m) < (m : ℝ) - 1 := by
  have h : (4 : ℝ) ≤ m := by exact_mod_cast hm
  refine ⟨by unfold curv; nlinarith, ?_⟩
  rw [Real.sqrt_lt' (by linarith)]
  unfold curv
  nlinarith
```

## (c) Completing the square

**Task.** With $d=e-(m-1)G$, show $cG\,R(t)=D-(cGt-d)^2$, where
$$D=(e-(m-1+\sqrt c)G)(e-(m-1-\sqrt c)G).$$

**Solution.** By (a), $cGR=-(cGt)^2+2d\,cGt-cG^2=d^2-cG^2-(cGt-d)^2$, and $d^2-cG^2=(d-\sqrt c\,G)(d+\sqrt c\,G)=D$. The Lean proof supplies $(\sqrt c)^2=c$ as `hs`.

```lean
/-- Completing the square in the CCD equation for `m ≥ 4`: the discriminant is a product of two
factors linear in the coupling. -/
theorem completed_square {m : ℕ} (hm : 4 ≤ m) (e G t : ℝ) :
    curv m * G * residual m e G t =
      (e - ((m : ℝ) - 1 + √(curv m)) * G) * (e - ((m : ℝ) - 1 - √(curv m)) * G)
        - (curv m * G * t - (e - ((m : ℝ) - 1) * G)) ^ 2 := by
  have hs := Real.sq_sqrt (curv_bounds hm).1.le
  rw [residual_eq]
  linear_combination G ^ 2 * hs
```

## (d) The sign of a root

**Task.** For $G>0$, show that $R(t)=0$ implies $d\,t>0$.

**Solution.** At a root, $2dt=G+cGt^2>0$.

```lean
/-- For `m ≥ 4` and `G > 0`, every real CCD amplitude has the sign of `e - (m - 1) G`. -/
theorem root_sign {m : ℕ} (hm : 4 ≤ m) {e G t : ℝ} (hG : 0 < G)
    (h : residual m e G t = 0) : 0 < (e - ((m : ℝ) - 1) * G) * t := by
  rw [residual_eq] at h
  have := mul_nonneg (mul_pos (curv_bounds hm).1 hG).le (sq_nonneg t)
  linarith
```

## (e) Two roots

**Task.** For $G>0$ and $D>0$, show that the roots are exactly $t=(d\pm\sqrt D)/(cG)$.

**Solution.** By (c), $R=0$ means $(cGt-d+\sqrt D)(cGt-d-\sqrt D)=0$. The Lean statement asserts only that there are exactly two roots, with the `↔` excluding any others. The formulas are the witnesses given in its proof, which derives this factorisation as `hp` and splits on the factors.

In code, the root continuing from $t=0$ at weak coupling is better computed as $G/(d+\sqrt D)$, which avoids cancellation.

```lean
/-- For `m ≥ 4` and `G > 0`, a positive discriminant gives exactly two real CCD amplitudes. -/
theorem two_roots {m : ℕ} (hm : 4 ≤ m) {e G : ℝ} (hG : 0 < G)
    (hD : 0 < (e - ((m : ℝ) - 1 + √(curv m)) * G) * (e - ((m : ℝ) - 1 - √(curv m)) * G)) :
    ∃ t₁ t₂, t₁ < t₂ ∧ ∀ t, residual m e G t = 0 ↔ t = t₁ ∨ t = t₂ := by
  have hk : 0 < curv m * G := mul_pos (curv_bounds hm).1 hG
  have hr := Real.sq_sqrt hD.le
  have hr0 := Real.sqrt_pos.2 hD
  have sq := completed_square hm e G
  generalize (e - ((m : ℝ) - 1 + √(curv m)) * G) *
    (e - ((m : ℝ) - 1 - √(curv m)) * G) = D at *
  generalize e - ((m : ℝ) - 1) * G = d at *
  refine ⟨(d - √D) / (curv m * G), (d + √D) / (curv m * G),
    div_lt_div_of_pos_right (by linarith) hk, fun t => ?_⟩
  have sqt := sq t
  rw [eq_div_iff hk.ne', eq_div_iff hk.ne']
  constructor
  · intro h
    rw [h, mul_zero] at sqt
    have hp : (t * (curv m * G) - (d - √D)) * (t * (curv m * G) - (d + √D)) = 0 := by
      linear_combination sqt - hr
    rcases mul_eq_zero.mp hp with h | h
    · left; linarith
    · right; linarith
  · intro h
    have h0 : curv m * G * residual m e G t = 0 := by
      rcases h with h | h
      · linear_combination sqt - hr - (curv m * G * t - d - √D) * h
      · linear_combination sqt - hr - (curv m * G * t - d + √D) * h
    exact (mul_eq_zero.mp h0).resolve_left hk.ne'
```

## (f) The critical coupling

**Task.** For $e>0$ and $G=G_c$, show that $t=1/\sqrt c$ is the only root and that $R'(1/\sqrt c)=0$.

**Solution.** Here $e=(m-1+\sqrt c)G$, so $d=\sqrt c\,G$ and $R=-G(\sqrt c\,t-1)^2$. This gives the single root, and $R'=-2G\sqrt c(\sqrt c\,t-1)$ vanishes there. Lean's `key` is this square, and `HasDerivAt` states the derivative.

A Newton step divides by $R'$, so it becomes ill-conditioned near this point. In a code with many amplitudes, the corresponding sign is a nearly singular Jacobian.

```lean
/-- At the critical coupling, for `m ≥ 4` and `e > 0`, the only real CCD amplitude is `1/√c`, and
the derivative of the residual vanishes there. -/
theorem critical_root {m : ℕ} (hm : 4 ≤ m) {e : ℝ} (he : 0 < e) :
    (∀ t, residual m e (criticalG m e) t = 0 ↔ t = 1 / √(curv m)) ∧
      HasDerivAt (residual m e (criticalG m e)) 0 (1 / √(curv m)) := by
  obtain ⟨hc, hlt⟩ := curv_bounds hm
  have hs := Real.sq_sqrt hc.le
  have hs0 := Real.sqrt_pos.2 hc
  have hden : 0 < (m : ℝ) - 1 + √(curv m) := by linarith
  have hG : 0 < criticalG m e := div_pos he hden
  have hGe : criticalG m e * ((m : ℝ) - 1 + √(curv m)) = e := div_mul_cancel₀ e hden.ne'
  generalize criticalG m e = G at *
  -- the residual is a perfect square
  have key : ∀ t, residual m e G t = -G * (√(curv m) * t - 1) ^ 2 := by
    intro t
    rw [residual_eq]
    linear_combination G * t ^ 2 * hs - 2 * t * hGe
  have hone : √(curv m) * (1 / √(curv m)) = 1 := mul_one_div_cancel hs0.ne'
  constructor
  · intro t
    rw [key]
    constructor
    · intro h
      have h2 := (mul_eq_zero.mp h).resolve_left (neg_ne_zero.2 hG.ne')
      have h3 := (pow_eq_zero_iff two_ne_zero).1 h2
      rw [eq_div_iff hs0.ne']
      linarith
    · intro h
      rw [h, hone]
      ring
  · rw [funext key]
    have h := ((((hasDerivAt_id' (1 / √(curv m))).const_mul √(curv m)).sub_const 1).fun_pow
      2).const_mul (-G)
    exact h.congr_deriv (by rw [hone]; norm_num)
```

## (g) Losing the real solutions

**Task.** For $e>0$, show that there are two roots, $0<t_1<t_2$, if $0<G<G_c$; one, with $R'=0$, at $G_c$; and none if $G_c<G<G_r$.

**Solution.** Below $G_c$ both factors of $D$ are positive, so (e) gives two roots; also $d>0$, so (d) makes them positive. Part (f) settles $G_c$. In the window the factors have opposite signs, and a root would require $(cGt-d)^2=D<0$. The Lean proof treats the three cases in this order.

```lean
/-- Loss of the real CCD solution in the pairing model with `m ≥ 4` and `e > 0`: two real
amplitudes, both positive, for `0 < G < Gc`; a single one with vanishing derivative of the
residual at `Gc`; none for `Gc < G < Gr`. -/
theorem ccd_solutions {m : ℕ} (hm : 4 ≤ m) {e : ℝ} (he : 0 < e) :
    (∀ G, 0 < G → G < criticalG m e →
      ∃ t₁ t₂, 0 < t₁ ∧ t₁ < t₂ ∧ ∀ t, residual m e G t = 0 ↔ t = t₁ ∨ t = t₂) ∧
    (∃ t₀, (∀ t, residual m e (criticalG m e) t = 0 ↔ t = t₀) ∧
      HasDerivAt (residual m e (criticalG m e)) 0 t₀) ∧
    (∀ G, criticalG m e < G → G < returnG m e → ∀ t, residual m e G t ≠ 0) := by
  obtain ⟨hc, hlt⟩ := curv_bounds hm
  have hs0 := Real.sqrt_pos.2 hc
  have hden : 0 < (m : ℝ) - 1 + √(curv m) := by linarith
  refine ⟨fun G hG h => ?_, ⟨_, critical_root hm he⟩, fun G h1 h2 t ht => ?_⟩
  · -- both factors of the discriminant are positive
    rw [criticalG, lt_div_iff₀ hden] at h
    have hp := mul_pos hG hs0
    obtain ⟨t₁, t₂, h12, hr⟩ := two_roots hm (e := e) hG
      (mul_pos (by linarith) (by linarith))
    have hsign := root_sign hm hG ((hr t₁).2 (Or.inl rfl))
    have hd : 0 < e - ((m : ℝ) - 1) * G := by linarith
    exact ⟨t₁, t₂, (mul_pos_iff_of_pos_left hd).1 hsign, h12, hr⟩
  · -- the factors have opposite signs, so a square would be negative
    rw [criticalG, div_lt_iff₀ hden] at h1
    rw [returnG, lt_div_iff₀ (by linarith)] at h2
    have sq := completed_square hm e G t
    rw [ht, mul_zero] at sq
    have hneg := mul_neg_of_neg_of_pos
      (show e - ((m : ℝ) - 1 + √(curv m)) * G < 0 by linarith)
      (show 0 < e - ((m : ℝ) - 1 - √(curv m)) * G by linarith)
    linarith [sq_nonneg (curv m * G * t - (e - ((m : ℝ) - 1) * G))]
```

## (h) Their return

**Task.** For $e>0$ and $G>G_r$, show that there are exactly two roots, $t_1<t_2<0$.

**Solution.** Both factors of $D$ are now negative, so $D>0$ and (e) applies. The average of the two factors is $d$, so $d<0$, and (d) makes both roots negative. A scan that converges again here has therefore found amplitudes of the opposite sign to those below $G_c$.

```lean
/-- For `m ≥ 4`, `e > 0` and couplings above `Gr`, the CCD equation again has exactly two real
solutions, both negative. -/
theorem solutions_return {m : ℕ} (hm : 4 ≤ m) {e G : ℝ} (he : 0 < e)
    (h : returnG m e < G) :
    ∃ t₁ t₂, t₁ < t₂ ∧ t₂ < 0 ∧ ∀ t, residual m e G t = 0 ↔ t = t₁ ∨ t = t₂ := by
  obtain ⟨hc, hlt⟩ := curv_bounds hm
  have hden : 0 < (m : ℝ) - 1 - √(curv m) := by linarith
  have hG : 0 < G := (div_pos he hden).trans h
  have hp := mul_pos hG (Real.sqrt_pos.2 hc)
  rw [returnG, div_lt_iff₀ hden] at h
  -- both factors of the discriminant are negative
  obtain ⟨t₁, t₂, h12, hr⟩ := two_roots hm (e := e) hG
    (mul_pos_of_neg_of_neg (by linarith) (by linarith))
  have hsign := root_sign hm hG ((hr t₂).2 (Or.inr rfl))
  have hd : e - ((m : ℝ) - 1) * G < 0 := by linarith
  refine ⟨t₁, t₂, h12, ?_, hr⟩
  by_contra hn
  nlinarith [mul_nonneg (neg_pos.2 hd).le (not_lt.1 hn)]

end

end PairingCCD
```

```lean
#print axioms PairingCCD.ccd_solutions
#print axioms PairingCCD.solutions_return
```

```
'PairingCCD.ccd_solutions' depends on axioms: [propext, Classical.choice, Quot.sound]
'PairingCCD.solutions_return' depends on axioms: [propext, Classical.choice, Quot.sound]
```
